# With Dirichlet ends and positive link masses, the kinetic matrix on a non-uniform grid becomes symmetric positive definite when rescaled by cell widths

Before the kinetic matrix $H$ of a particle with position-dependent mass is passed to a symmetric eigensolver or a Cholesky routine, it must actually be symmetric, and for Cholesky also positive definite. In the three-point discretisation used here, which divides flux differences by cell widths, $H$ is in general not symmetric on a non-uniform grid. With $W$ the diagonal matrix of cell widths, $W^{1/2}HW^{-1/2}$ has both properties, provided that spacings and masses are positive and the wavefunction vanishes at both ends. This serves one-dimensional, single-particle effective-mass calculations; the operator here contains no potential.

```lean
import Mathlib

open Matrix Finset

namespace NonuniformKineticOperator

noncomputable section

variable {n : ℕ}
```

## Nodes, links and cells

There are $n$ interior nodes with real values $u_0,\dots,u_{n-1}$. The full grid carries values $U_0,\dots,U_{n+1}$, where $U_{i+1}=u_i$ and $U_0=U_{n+1}=0$. In Lean, $u$ has type `Fin n → ℝ`, and `pad u` is $U$.

```lean
/-- Grid values on the full grid: the `n` interior values, with zero at the Dirichlet ends. -/
def pad (u : Fin n → ℝ) : ℕ → ℝ
  | 0 => 0
  | k + 1 => if hk : k < n then u ⟨k, hk⟩ else 0
```

Link $k$ joins full-grid nodes $k$ and $k+1$, for $k=0,\dots,n$. It has length $h_k$ and mass $m_k$. The cell around interior node $i$ has width $w_i=(h_i+h_{i+1})/2$.

```lean
/-- Width of the cell around interior node `k` (counted from zero): the mean of the
spacings of its two links. -/
def weight (h : ℕ → ℝ) (k : ℕ) : ℝ := (h k + h (k + 1)) / 2
```

The flux on link $k$ is $F_k=(U_{k+1}-U_k)/(m_kh_k)$.

```lean
/-- Difference quotient on link `k` divided by the link mass, for nonzero `m k` and `h k`. -/
def flux (h m : ℕ → ℝ) (u : Fin n → ℝ) (k : ℕ) : ℝ :=
  (pad u (k + 1) - pad u k) / (m k * h k)
```

The operator is $(Hu)_i=-(F_{i+1}-F_i)/w_i$, a discretisation of $-\frac{d}{dx}\frac1m\frac{d}{dx}$. The physical kinetic energy carries a further factor $\hbar^2/2$, which changes neither symmetry nor sign.

```lean
/-- The kinetic operator: minus the flux difference across a cell, divided by the cell width,
for positive spacings and masses. -/
def hamiltonian (h m : ℕ → ℝ) : (Fin n → ℝ) →ₗ[ℝ] (Fin n → ℝ) where
  toFun u i := -(flux h m u (i + 1) - flux h m u i) / weight h i
  map_add' u v := by
    have hp : ∀ k, pad (u + v) k = pad u k + pad v k := by
      rintro (_ | k)
      · simp [pad]
      · by_cases hk : k < n <;> simp [pad, hk]
    ext i
    simp only [flux, hp, Pi.add_apply]
    ring
  map_smul' c u := by
    have hp : ∀ k, pad (c • u) k = c * pad u k := by
      rintro (_ | k)
      · simp [pad]
      · by_cases hk : k < n <;> simp [pad, hk]
    ext i
    simp only [flux, hp, Pi.smul_apply, smul_eq_mul, RingHom.id_apply]
    ring
```

`hamiltonianMatrix` is the matrix of this linear map in the node basis, and `symmetrized` is $W^{1/2}HW^{-1/2}$.

```lean
/-- The matrix of the kinetic operator in the basis of grid nodes. -/
def hamiltonianMatrix (n : ℕ) (h m : ℕ → ℝ) : Matrix (Fin n) (Fin n) ℝ :=
  LinearMap.toMatrix' (hamiltonian h m)

/-- The rescaled matrix `W^(1/2) H W^(-1/2)`, for positive cell widths. -/
def symmetrized (n : ℕ) (h m : ℕ → ℝ) : Matrix (Fin n) (Fin n) ℝ :=
  diagonal (fun i : Fin n => √(weight h i)) * hamiltonianMatrix n h m *
    diagonal (fun i : Fin n => (√(weight h i))⁻¹)
```

Everything is finite-dimensional, so no question of operator domains arises, and nothing is said about the continuum limit.

## Positive spacings: the nodes are in order

The hypothesis `hh : ∀ k, 0 < h k` says that each node lies to the right of the previous one. It ranges over all natural numbers, but only $h_0,\dots,h_n$ enter, so a finite list of spacings can be continued by any positive values.

In the derivation it makes $w_i$ positive, which allows the width to be cancelled against the denominator of $H$ and its square root to be taken. It also fixes the sign of $m_kh_k$ once the masses are positive. In the proof these uses go through `weight_pos`, or through `hh` directly for the links.

```lean
/-- Positive spacings give positive cell widths. -/
theorem weight_pos {h : ℕ → ℝ} (hh : ∀ k, 0 < h k) (k : ℕ) : 0 < weight h k := by
  unfold weight
  linarith [hh k, hh (k + 1)]
```

Without it, positivity can fail even when all widths are positive. Take $n=1$, unit masses, $h_0=2$ and $h_1=-1$, so that the nodes sit at $0,2,1$. Then $w_0=1/2$ and $H=(1/2-1)/(1/2)=-1$, and the rescaled $1\times1$ matrix is also $-1$.

## Zero values at both ends: no boundary terms

The Dirichlet condition places hard walls at the two end nodes. It is built into `pad`, so it does not appear as a separate hypothesis.

For grid functions $u$ and $v$, with $V$ the padded version of $v$, cancelling the widths gives

$$\sum_{i=0}^{n-1} w_iv_i(Hu)_i=-\sum_{i=0}^{n-1}V_{i+1}(F_{i+1}-F_i)=\sum_{k=0}^{n-1}V_{k+1}F_k-\sum_{k=1}^{n}V_kF_k .$$

Since $V_{n+1}=0$, the first sum may be extended to $k=n$; since $V_0=0$, the second may start at $k=0$. Hence

$$\sum_{i=0}^{n-1} w_iv_i(Hu)_i=\sum_{k=0}^{n}\frac{(V_{k+1}-V_k)(U_{k+1}-U_k)}{m_kh_k}.$$

`summation_by_parts` proves the rearrangement by induction on the number of nodes. It assumes the zero at the left end and keeps the right boundary term.

```lean
/-- Discrete integration by parts for a grid function `V` vanishing at the left end
and a link function `F`. -/
theorem summation_by_parts (V F : ℕ → ℝ) (h0 : V 0 = 0) (N : ℕ) :
    ∑ k ∈ range N, V (k + 1) * -(F (k + 1) - F k) =
      ∑ k ∈ range (N + 1), (V (k + 1) - V k) * F k - V (N + 1) * F N := by
  induction N with
  | zero => simp [h0]
  | succ N ih =>
    rw [sum_range_succ, ih, sum_range_succ _ (N + 1)]
    ring
```

`link_identity` removes that term with `hend`, which is $V_{n+1}=0$. The first step of its `calc` block cancels the widths, and the last unfolds the flux.

```lean
/-- For positive spacings, the weighted matrix element of the kinetic operator equals the sum over
links of `dv du / (m h)`. -/
theorem link_identity {h : ℕ → ℝ} (hh : ∀ k, 0 < h k) (m : ℕ → ℝ) (v u : Fin n → ℝ) :
    ∑ i : Fin n, weight h i * v i * hamiltonian h m u i =
      ∑ k ∈ range (n + 1),
        (pad v (k + 1) - pad v k) * (pad u (k + 1) - pad u k) / (m k * h k) := by
  have hend : pad v (n + 1) = 0 := by simp [pad]
  have key := summation_by_parts (pad v) (flux h m u) rfl n
  rw [hend, zero_mul, sub_zero, ← Fin.sum_univ_eq_sum_range
    (fun k => pad v (k + 1) * -(flux h m u (k + 1) - flux h m u k)) n] at key
  calc _ = ∑ i : Fin n, pad v (i + 1) * -(flux h m u (i + 1) - flux h m u i) := by
        refine sum_congr rfl fun i _ => ?_
        have hv : pad v (i + 1) = v i := by simp [pad]
        have hw := (weight_pos hh i).ne'
        change weight h i * v i * (-(flux h m u (i + 1) - flux h m u i) / weight h i) = _
        rw [hv, ← mul_div_assoc, div_eq_iff hw]
        ring
    _ = _ := key
    _ = _ := sum_congr rfl fun k _ => by rw [flux, mul_div_assoc]
```

The link sum does not change when $u$ and $v$ are exchanged. Therefore $H$ is symmetric in the inner product $\sum_i w_iv_iu_i$, the grid version of $\int vu\,dx$.

```lean
/-- For positive spacings, the kinetic operator is symmetric in the inner product weighted by the
cell widths. -/
theorem weighted_symmetric {h : ℕ → ℝ} (hh : ∀ k, 0 < h k) (m : ℕ → ℝ) (v u : Fin n → ℝ) :
    ∑ i : Fin n, weight h i * v i * hamiltonian h m u i =
      ∑ i : Fin n, weight h i * u i * hamiltonian h m v i := by
  rw [link_identity hh, link_identity hh]
  exact sum_congr rfl fun k _ => by ring
```

Neither theorem restricts the sign of the masses. They have their physical meaning for nonzero $m_k$, because Lean sets division by zero to zero.

If the walls are replaced by free ends with $F_0=F_n=0$, strict positivity is lost. For $n=2$ with unit spacings and masses, the operator becomes $\begin{pmatrix}1&-1\\-1&1\end{pmatrix}$, which sends the constant vector $(1,1)$ to zero.

## Positive link masses: no link lowers the energy

The mass $m_k$ is the effective mass assigned to the interval between two nodes. The hypothesis `hm : ∀ k, 0 < m k` excludes, for example, the negative effective mass found near the top of a band.

With $v=u$, the link sum is $\sum_k(U_{k+1}-U_k)^2/(m_kh_k)$, and positive masses make every term non-negative. If the sum is zero, each term is zero, so $U_{k+1}=U_k$ on every link. Starting from $U_0=0$, all values vanish and $u=0$. A nonzero $u$ therefore has strictly positive energy.

`energy_pos` follows the same argument: `hn` gives the non-negative terms, `hz` the vanishing of each one, and the induction `hp` carries the zero from the left wall through the grid.

```lean
/-- For positive spacings and link masses, the weighted kinetic energy of a nonzero grid function is
strictly positive. -/
theorem energy_pos {h m : ℕ → ℝ} (hh : ∀ k, 0 < h k) (hm : ∀ k, 0 < m k)
    {u : Fin n → ℝ} (hu : u ≠ 0) :
    0 < ∑ i : Fin n, weight h i * u i * hamiltonian h m u i := by
  rw [link_identity hh]
  have hn : ∀ k ∈ range (n + 1),
      0 ≤ (pad u (k + 1) - pad u k) * (pad u (k + 1) - pad u k) / (m k * h k) :=
    fun k _ => div_nonneg (mul_self_nonneg _) (mul_pos (hm k) (hh k)).le
  refine lt_of_le_of_ne (sum_nonneg hn) fun h0 => hu ?_
  have hz := (sum_eq_zero_iff_of_nonneg hn).mp h0.symm
  -- all differences vanish, so the zero at the left end propagates through the grid
  have hp : ∀ k, k ≤ n + 1 → pad u k = 0 := by
    intro k
    induction k with
    | zero => intro _; rfl
    | succ k ih =>
      intro hk
      have h1 := (div_eq_zero_iff.mp (hz k (mem_range.mpr (by omega)))).resolve_right
        (mul_pos (hm k) (hh k)).ne'
      linarith [mul_self_eq_zero.mp h1, ih (by omega)]
  ext i
  have hi := hp (i + 1) (by have := i.isLt; omega)
  simpa [pad] using hi
```

For a counter-example with a negative mass, take $n=1$, unit spacings, $m_0=1$ and $m_1=-1/2$. Then $w_0=1$ and $H=1-2=-1$.

## From the weighted product to an ordinary matrix

For vectors $x$ and $y$, put $u_i=x_i/\sqrt{w_i}$ and $v_i=y_i/\sqrt{w_i}$. Since $\sqrt{w_i}\,y_i=w_iv_i$,

$$y^{T}W^{1/2}HW^{-1/2}x=\sum_i\sqrt{w_i}\,y_i(Hu)_i=\sum_i w_iv_i(Hu)_i .$$

This is `symmetrized_form`, where `⬝ᵥ` is the dot product and `*ᵥ` applies a matrix to a vector.

```lean
/-- For positive spacings, a matrix element of `W^(1/2) H W^(-1/2)` is the weighted matrix element
of `H` between the vectors rescaled by `W^(-1/2)`. -/
theorem symmetrized_form {h : ℕ → ℝ} (hh : ∀ k, 0 < h k) (m : ℕ → ℝ) (y x : Fin n → ℝ) :
    y ⬝ᵥ (symmetrized n h m *ᵥ x) = ∑ i : Fin n, weight h i * (y i / √(weight h i)) *
      hamiltonian h m (fun j : Fin n => x j / √(weight h j)) i := by
  have hx : diagonal (fun i : Fin n => (√(weight h i))⁻¹) *ᵥ x =
      fun j : Fin n => x j / √(weight h j) := by
    ext j
    rw [Matrix.mulVec_diagonal, div_eq_inv_mul]
  rw [symmetrized, ← Matrix.mulVec_mulVec, ← Matrix.mulVec_mulVec, hx, hamiltonianMatrix,
    LinearMap.toMatrix'_mulVec]
  refine sum_congr rfl fun i _ => ?_
  have hs := (Real.sqrt_pos.mpr (weight_pos hh i)).ne'
  have hq := Real.mul_self_sqrt (weight_pos hh i).le
  have hc : weight h i * (y i / √(weight h i)) = √(weight h i) * y i := by
    rw [← mul_div_assoc, div_eq_iff hs]
    linear_combination (-(y i)) * hq
  rw [Matrix.mulVec_diagonal, hc]
  ring
```

The right-hand side is symmetric in $x$ and $y$. For $y=x\neq0$ the vector $u$ is nonzero too, so the value is positive. That is the statement `(symmetrized n h m).PosDef`: over the reals, the matrix is symmetric and $x^TAx>0$ for every $x\ne0$.

The proof obtains symmetry entry by entry, inserting the unit vectors `Pi.single i 1` and `Pi.single j 1` and calling `weighted_symmetric`. Positivity comes from `energy_pos`.

```lean
/-- For positive spacings and link masses, `W^(1/2) H W^(-1/2)` is a symmetric positive
definite matrix. -/
theorem symmetrized_posDef {h m : ℕ → ℝ} (hh : ∀ k, 0 < h k) (hm : ∀ k, 0 < m k) :
    (symmetrized n h m).PosDef := by
  rw [Matrix.posDef_iff_dotProduct_mulVec]
  constructor
  · -- compare entries through the symmetric weighted form
    have he : ∀ i j : Fin n, symmetrized n h m i j =
        Pi.single i 1 ⬝ᵥ (symmetrized n h m *ᵥ Pi.single j 1) := by
      intro i j
      rw [Matrix.mulVec_single_one, single_one_dotProduct]
      rfl
    refine Matrix.IsHermitian.ext fun i j => ?_
    rw [star_trivial, he j i, he i j, symmetrized_form hh, symmetrized_form hh]
    exact weighted_symmetric hh m (fun k : Fin n => (Pi.single j 1 : Fin n → ℝ) k / √(weight h k))
      (fun k : Fin n => (Pi.single i 1 : Fin n → ℝ) k / √(weight h k))
  · intro x hx
    rw [star_trivial, symmetrized_form hh]
    refine energy_pos hh hm (u := fun j : Fin n => x j / √(weight h j)) fun h0 => hx ?_
    ext i
    exact (div_eq_zero_iff.mp (congrFun h0 i)).resolve_right
      (Real.sqrt_pos.mpr (weight_pos hh i)).ne'
```

An eigenvector $x$ of the rescaled matrix gives the grid function $u_i=x_i/\sqrt{w_i}$. If $x$ has unit length, then $\sum_iw_iu_i^2=1$, the discrete normalisation of a wavefunction.

## Equal cell widths: when the rescaling is unnecessary

Inserting unit vectors into the weighted symmetry gives $w_iH_{ij}=w_jH_{ji}$. Neighbouring nodes are coupled by $H_{k,k+1}=-1/(m_{k+1}h_{k+1}w_k)$, which is not zero. If $H$ is symmetric, neighbouring widths must therefore agree. Conversely, if neighbouring widths agree, all widths equal $w_0$, which cancels and leaves $H_{ij}=H_{ji}$.

In the proof of `hamiltonianMatrix_isSymm_iff`, `hb` is the weighted relation between opposite entries, `p` and `q` evaluate the unit vector to show that the coupling is nonzero, and `hc` makes all widths equal. For $n\le1$ the condition is empty.

```lean
/-- For positive spacings and link masses, the matrix of `H` itself is symmetric exactly when
neighbouring cells have equal widths. -/
theorem hamiltonianMatrix_isSymm_iff {h m : ℕ → ℝ} (hh : ∀ k, 0 < h k) (hm : ∀ k, 0 < m k) :
    (hamiltonianMatrix n h m).IsSymm ↔ ∀ k, k + 1 < n → weight h k = weight h (k + 1) := by
  have he : ∀ i j : Fin n, hamiltonianMatrix n h m i j =
      hamiltonian h m (Pi.single j 1) i := by
    intro i j
    have e := congrFun (LinearMap.toMatrix'_mulVec (hamiltonian h m) (Pi.single j 1)) i
    rw [Matrix.mulVec_single_one] at e
    exact e
  -- opposite entries differ only by the ratio of cell widths
  have hb : ∀ i j : Fin n, weight h i * hamiltonianMatrix n h m i j =
      weight h j * hamiltonianMatrix n h m j i := by
    intro i j
    rw [he, he]
    have e := weighted_symmetric hh m (Pi.single i 1) (Pi.single j 1)
    simpa [Pi.single_apply] using e
  constructor
  · intro hs k hk
    have hk' : k < n := by omega
    have e := hb ⟨k, hk'⟩ ⟨k + 1, hk⟩
    rw [hs.apply ⟨k, hk'⟩ ⟨k + 1, hk⟩] at e
    refine mul_right_cancel₀ ?_ e
    -- the coupling between neighbouring nodes does not vanish
    have p : ∀ l, l ≤ k + 1 → pad (Pi.single (⟨k + 1, hk⟩ : Fin n) (1 : ℝ)) l = 0 := by
      rintro (_ | l) hl
      · rfl
      · have h1 : l < n := by omega
        have h2 : l ≠ k + 1 := by omega
        simp [pad, h1, h2]
    have q : pad (Pi.single (⟨k + 1, hk⟩ : Fin n) (1 : ℝ)) (k + 1 + 1) = 1 := by
      rw [pad, dif_pos hk, Pi.single_eq_same]
    rw [he]
    change -(flux h m _ (k + 1) - flux h m _ k) / weight h k ≠ 0
    simp only [flux, q, p (k + 1) le_rfl, p k (Nat.le_succ k)]
    simp [(hm (k + 1)).ne', (hh (k + 1)).ne', (weight_pos hh k).ne']
  · intro hw
    have hc : ∀ k, k < n → weight h k = weight h 0 := by
      intro k
      induction k with
      | zero => intro _; rfl
      | succ k ih => intro hk; rw [← hw k hk, ih (by omega)]
    refine Matrix.IsSymm.ext fun i j => ?_
    have e := hb j i
    rw [hc j j.isLt, hc i i.isLt] at e
    exact mul_left_cancel₀ (weight_pos hh 0).ne' e
```

With unit masses and spacings $1,1,2$, the widths are $w_0=1$ and $w_1=3/2$, and

$$H=\begin{pmatrix}2&-1\\-2/3&1\end{pmatrix}.$$

Rescaling turns both off-diagonal entries into $-\sqrt{2/3}$. The criterion concerns widths and not spacings: the alternating spacings $1,2,1,2$ give equal widths and a symmetric $H$.

## Positive kinetic energies

If $Hu=Eu$ with $u\neq0$, then $\sum_iw_iu_i(Hu)_i=E\sum_iw_iu_i^2$. The left side is positive by `energy_pos` and the sum on the right is positive, so $E>0$. The proof reaches the same conclusion by contradiction: $E\le0$ would make every term of the energy non-positive.

```lean
/-- For positive spacings and link masses, every real eigenvalue of the kinetic operator is strictly
positive. -/
theorem eigenvalue_pos {h m : ℕ → ℝ} (hh : ∀ k, 0 < h k) (hm : ∀ k, 0 < m k)
    {u : Fin n → ℝ} (hu : u ≠ 0) {E : ℝ} (hE : hamiltonian h m u = E • u) : 0 < E := by
  have hp := energy_pos hh hm hu
  by_contra hneg
  refine absurd hp (not_lt_of_ge (sum_nonpos fun i _ => ?_))
  rw [hE, Pi.smul_apply, smul_eq_mul]
  have h1 : 0 ≤ weight h i * (u i * u i) :=
    mul_nonneg (weight_pos hh i).le (mul_self_nonneg _)
  nlinarith [mul_nonneg (neg_nonneg.mpr (not_lt.mp hneg)) h1]

end

end NonuniformKineticOperator
```

The theorem speaks of real eigenvalues; that $H$ has no others follows from its similarity to a real symmetric matrix, a step the code leaves unstated.

```lean
#print axioms NonuniformKineticOperator.symmetrized_posDef
#print axioms NonuniformKineticOperator.hamiltonianMatrix_isSymm_iff
#print axioms NonuniformKineticOperator.eigenvalue_pos
```

```
'NonuniformKineticOperator.symmetrized_posDef' depends on axioms: [propext, Classical.choice, Quot.sound]
'NonuniformKineticOperator.hamiltonianMatrix_isSymm_iff' depends on axioms: [propext, Classical.choice, Quot.sound]
'NonuniformKineticOperator.eigenvalue_pos' depends on axioms: [propext, Classical.choice, Quot.sound]
```
